# Equivalence of the stationary Lévy-Leblond and Pauli equations for operators with Pauli spin relations

States are vectors of a complex vector space V, and operators are linear maps of V to itself (`Module.End ℂ V`). Units have ħ = 1, mass 1 and charge −1. Indices 0, 1, 2 stand for x, y, z.

In Lean 4 with Mathlib:

```lean
import Mathlib

open Complex (I)
open scoped Polynomial

namespace LevyLeblondPauli

noncomputable section

variable {V : Type*} [AddCommGroup V] [Module ℂ V]
```

The operators s_i obey the Pauli relations, given as squares and cyclic products. They are twice the components of the electron spin, which are s_i/2.

```lean
/-- Three operators obey the Pauli relations: each squares to one, and the product of two
in cyclic order is `i` times the third. -/
structure IsPauli (s : Fin 3 → Module.End ℂ V) : Prop where
  sq : ∀ i, s i * s i = 1
  xy : s 0 * s 1 = I • s 2
  yz : s 1 * s 2 = I • s 0
  zx : s 2 * s 0 = I • s 1
```

The kinetic momenta p_i define the field B_i through their commutators. For p = −i∇ + A this is B = ∇ × A.

```lean
/-- The kinetic momenta `p` have the magnetic field `B`: `[p_x, p_y] = -i B_z` and cyclic
permutations. -/
structure HasField (p B : Fin 3 → Module.End ℂ V) : Prop where
  xy : p 0 * p 1 - p 1 * p 0 = -(I • B 2)
  yz : p 1 * p 2 - p 2 * p 1 = -(I • B 0)
  zx : p 2 * p 0 - p 0 * p 2 = -(I • B 1)
```

Defining B_2 as i[p_0, p_1], and so on cyclically, would make `HasField` unnecessary, but a given physical field would then have to be matched to that definition separately.

The operator P = Σ s_i p_i, twice the scalar product of spin and kinetic momentum, is called the spin projection here.

```lean
/-- The spin projection `P = ∑ s_i p_i`, twice the scalar product of the spin `s / 2` and the
kinetic momentum `p`. -/
def sigmaDot (s p : Fin 3 → Module.End ℂ V) : Module.End ℂ V := ∑ i, s i * p i
```

The Pauli Hamiltonian H contains a potential U, which may be any linear operator.

```lean
/-- The Pauli Hamiltonian `(∑ p_i² + ∑ s_i B_i) / 2 + U`. -/
def pauliH (s p B : Fin 3 → Module.End ℂ V) (U : Module.End ℂ V) : Module.End ℂ V :=
  (1 / 2 : ℂ) • (∑ i, p i * p i + ∑ i, s i * B i) + U
```

The first-order equations couple an upper component φ to a lower component χ at a complex number E. They are stationary; time dependence and Galilean covariance play no part.

```lean
/-- The first-order equations `P φ = 2 χ` and `P χ = (E - U) φ` for an upper component `φ`
and a lower component `χ`. -/
def LevyLeblond (s p : Fin 3 → Module.End ℂ V) (U : Module.End ℂ V) (E : ℂ) (φ χ : V) : Prop :=
  sigmaDot s p φ = (2 : ℂ) • χ ∧ sigmaDot s p χ = E • φ - U φ
```

Parts (b) to (f) assume the Pauli relations, the field relations and that every s_i commutes with every p_j. No inner product or self-adjointness is used. Differential operators and the potential need a common domain that they all map into itself.

## (a) Reversed spin products

Let b² = 1 and bc = ia. Show that

ba = −ic.

**Solution.** Multiplying bc = ia by −i gives a = −ibc. Hence ba = −ib²c = −ic. The `calc` block follows these steps.

```lean
/-- If `b² = 1` and `b c = i a`, then `b a = -i c`. -/
theorem pauli_reverse {a b c : Module.End ℂ V} (hb : b * b = 1) (h : b * c = I • a) :
    b * a = -(I • c) := by
  have e : a = -(I • (b * c)) := by
    rw [h, smul_smul, Complex.I_mul_I, neg_smul, one_smul, neg_neg]
  calc b * a = b * -(I • (b * c)) := by rw [← e]
    _ = -(I • (b * b * c)) := by rw [mul_neg, mul_smul_comm, mul_assoc]
    _ = -(I • c) := by rw [hb, one_mul]
```

## (b) The square of the spin projection

Show that

P² = Σ p_i² + Σ s_i B_i.

**Solution.** Spin commutes with momentum, so (s_i p_i)(s_j p_j) = s_i s_j p_i p_j. The diagonal terms give Σ p_i². By (a), s_1 s_0 = −i s_2, so one off-diagonal pair is

s_0 s_1 p_0 p_1 + s_1 s_0 p_1 p_0 = i s_2 [p_0, p_1] = s_2 B_2.

The cyclic pairs give s_0 B_0 and s_1 B_1 in the same way. In the code, `key` moves the spins to the left, `solve` writes B through commutators, and `module` collects the terms.

```lean
/-- The square of the spin projection is the squared kinetic momentum plus `∑ s_i B_i`. -/
theorem sigmaDot_sq {s p B : Fin 3 → Module.End ℂ V} (hs : IsPauli s)
    (hc : ∀ i j, Commute (s i) (p j)) (hB : HasField p B) :
    sigmaDot s p * sigmaDot s p = ∑ i, p i * p i + ∑ i, s i * B i := by
  -- spin factors are collected to the left of the momenta
  have key : ∀ i j, (s i * p i) * (s j * p j) = (s i * s j) * (p i * p j) :=
    fun i j => (hc j i).symm.mul_mul_mul_comm _ _
  have r10 := pauli_reverse (hs.sq 1) hs.yz
  have r21 := pauli_reverse (hs.sq 2) hs.zx
  have r02 := pauli_reverse (hs.sq 0) hs.xy
  -- the field is recovered from the commutators of the momenta
  have solve : ∀ C D : Module.End ℂ V, D = -(I • C) → C = I • D := by
    intro C D h
    rw [h, smul_neg, smul_smul, Complex.I_mul_I, neg_smul, one_smul, neg_neg]
  have b2 := solve _ _ hB.xy
  have b0 := solve _ _ hB.yz
  have b1 := solve _ _ hB.zx
  simp only [sigmaDot, Fin.sum_univ_three, mul_add, add_mul, key, hs.sq, hs.xy, hs.yz, hs.zx,
    r10, r21, r02, b0, b1, b2, one_mul, neg_mul, smul_mul_assoc, mul_smul_comm, mul_sub]
  module
```

## (c) The Hamiltonian through P

Show that

Hφ = ½P(Pφ) + Uφ.

**Solution.** Replace the bracket in H by P², using (b), and apply the result to φ.

```lean
/-- The Pauli Hamiltonian acts as half the square of the spin projection plus the potential. -/
theorem pauliH_apply {s p B : Fin 3 → Module.End ℂ V} (hs : IsPauli s)
    (hc : ∀ i j, Commute (s i) (p j)) (hB : HasField p B) (U : Module.End ℂ V) (φ : V) :
    pauliH s p B U φ = (1 / 2 : ℂ) • sigmaDot s p (sigmaDot s p φ) + U φ := by
  rw [pauliH, ← sigmaDot_sq hs hc hB]
  rfl
```

## (d) Solving for the lower component

Show that φ and χ solve the first-order equations exactly when

χ = ½Pφ and Hφ = Eφ.

**Solution.** If they solve them, Pφ = 2χ gives χ = ½Pφ. Then (c) gives

Hφ = Pχ + Uφ = (Eφ − Uφ) + Uφ = Eφ.

Conversely, χ = ½Pφ gives Pφ = 2χ, and Pχ = ½P(Pφ) = Hφ − Uφ = Eφ − Uφ. The two bullets in the code are these two directions.

```lean
/-- A pair `φ, χ` solves the first-order equations exactly when `χ = P φ / 2` and `φ` solves
the Pauli equation with energy `E`. -/
theorem levyLeblond_iff {s p B : Fin 3 → Module.End ℂ V} (hs : IsPauli s)
    (hc : ∀ i j, Commute (s i) (p j)) (hB : HasField p B) (U : Module.End ℂ V) (E : ℂ)
    (φ χ : V) :
    LevyLeblond s p U E φ χ ↔
      χ = (1 / 2 : ℂ) • sigmaDot s p φ ∧ pauliH s p B U φ = E • φ := by
  have hH := pauliH_apply hs hc hB U φ
  constructor
  · rintro ⟨h1, h2⟩
    have hχ : χ = (1 / 2 : ℂ) • sigmaDot s p φ := by
      rw [h1, smul_smul]
      norm_num
    have h3 : sigmaDot s p χ = (1 / 2 : ℂ) • sigmaDot s p (sigmaDot s p φ) := by
      rw [hχ, map_smul]
    exact ⟨hχ, by rw [hH, ← h3, h2, sub_add_cancel]⟩
  · rintro ⟨hχ, h⟩
    constructor
    · rw [hχ, smul_smul]
      norm_num
    · rw [hχ, map_smul, ← h, hH, add_sub_cancel_right]
```

## (e) Existence of a lower component

Show that some χ completes φ to a solution if and only if

Hφ = Eφ.

**Solution.** Read (d) from left to right for one direction; for the other, take χ = ½Pφ. At U = 0, doubling gives (Σ p_i² + Σ s_i B_i)φ = 2Eφ.

For one non-relativistic electron, the spin term ½ Σ s_i B_i is the Zeeman coupling with g = 2, obtained here from first-order equations.

```lean
/-- A state `φ` has a lower component `χ` completing it to a solution of the first-order
equations if and only if it solves the Pauli equation. -/
theorem exists_levyLeblond_iff_pauli {s p B : Fin 3 → Module.End ℂ V} (hs : IsPauli s)
    (hc : ∀ i j, Commute (s i) (p j)) (hB : HasField p B) (U : Module.End ℂ V) (E : ℂ) (φ : V) :
    (∃ χ, LevyLeblond s p U E φ χ) ↔ pauliH s p B U φ = E • φ :=
  ⟨fun ⟨χ, h⟩ => ((levyLeblond_iff hs hc hB U E φ χ).1 h).2,
    fun h => ⟨_, (levyLeblond_iff hs hc hB U E φ _).2 ⟨rfl, h⟩⟩⟩
```

## (f) The lower component without a potential

For U = 0, show that a solution pair also satisfies

Hχ = Eχ.

**Solution.** By (c), Hχ = ½P(Pχ) = ½E Pφ = Eχ. The vector χ may be zero. The code substitutes the two equations in this order.

```lean
/-- Without a scalar potential, the lower component solves the Pauli equation with the same
energy `E`. -/
theorem lower_component_pauli {s p B : Fin 3 → Module.End ℂ V} (hs : IsPauli s)
    (hc : ∀ i j, Commute (s i) (p j)) (hB : HasField p B) {E : ℂ} {φ χ : V}
    (h : LevyLeblond s p 0 E φ χ) : pauliH s p B 0 χ = E • χ := by
  obtain ⟨h1, h2⟩ := h
  rw [LinearMap.zero_apply, sub_zero] at h2
  rw [pauliH_apply hs hc hB, h2, map_smul, h1, LinearMap.zero_apply]
  module
```

## (g) Gauge covariance

Let G be invertible and commute with U and every s_i. Put p′_i = G p_i G⁻¹ and P′ = Σ s_i p′_i. Show that φ, χ solve the original equations exactly when

P′Gφ = 2Gχ and P′Gχ = (E − U)Gφ.

**Solution.** Since G commutes with spin, P′G = Σ s_i G p_i = GP. Since G also commutes with U, the new equations are G(Pφ) = G(2χ) and G(Pχ) = G(Eφ − Uφ), and G can be cancelled. These steps are `hop`, `hUφ` and `hinj`. Multiplication by exp(−iΛ), with Λ a real function of position, changes A to A + ∇Λ.

```lean
/-- Gauge covariance: for an invertible `G` commuting with the spin and the potential,
`G φ, G χ` solve the first-order equations with momenta `G p G⁻¹` exactly when `φ, χ` solve
them with momenta `p`. -/
theorem levyLeblond_gauge {s p : Fin 3 → Module.End ℂ V} {U : Module.End ℂ V}
    (G : (Module.End ℂ V)ˣ) (hs : ∀ i, Commute (s i) (G : Module.End ℂ V))
    (hU : Commute U (G : Module.End ℂ V)) (E : ℂ) (φ χ : V) :
    LevyLeblond s (fun i => (G : Module.End ℂ V) * p i * (↑G⁻¹ : Module.End ℂ V)) U E
      ((G : Module.End ℂ V) φ) ((G : Module.End ℂ V) χ) ↔ LevyLeblond s p U E φ χ := by
  -- the spin projection is transformed by conjugation
  have hop : sigmaDot s (fun i => (G : Module.End ℂ V) * p i * (↑G⁻¹ : Module.End ℂ V)) *
      (G : Module.End ℂ V) = (G : Module.End ℂ V) * sigmaDot s p := by
    simp only [sigmaDot, Finset.sum_mul, Finset.mul_sum]
    refine Finset.sum_congr rfl fun i _ => ?_
    calc _ = s i * (G : Module.End ℂ V) * p i := by
          simp only [mul_assoc, Units.inv_mul, mul_one]
      _ = _ := by rw [(hs i).eq, mul_assoc]
  have hP := fun ψ => LinearMap.congr_fun hop ψ
  simp only [Module.End.mul_apply] at hP
  have hinj : Function.Injective (G : Module.End ℂ V) :=
    Function.LeftInverse.injective (g := (↑G⁻¹ : Module.End ℂ V))
      (fun x => LinearMap.congr_fun G.inv_mul x)
  have hUφ : U ((G : Module.End ℂ V) φ) = (G : Module.End ℂ V) (U φ) :=
    LinearMap.congr_fun hU.eq φ
  unfold LevyLeblond
  rw [hP, hP, hUφ, ← map_smul, ← map_smul, ← map_sub, hinj.eq_iff, hinj.eq_iff]
```

## (h) A uniform field on polynomials

Take two-component polynomials in y, the Pauli matrices, and p = (k − by, −i d/dy, q) acting alike on both components.

```lean
/-- The Pauli matrices acting on two-component polynomials. -/
def spin : Fin 3 → Module.End ℂ (ℂ[X] × ℂ[X]) :=
  ![(LinearMap.snd ℂ ℂ[X] ℂ[X]).prod (LinearMap.fst ℂ ℂ[X] ℂ[X]),
    (-(I • LinearMap.snd ℂ ℂ[X] ℂ[X])).prod (I • LinearMap.fst ℂ ℂ[X] ℂ[X]),
    (LinearMap.fst ℂ ℂ[X] ℂ[X]).prod (-LinearMap.snd ℂ ℂ[X] ℂ[X])]

/-- The operators `k - b y`, `-i d/dy` and `q` on polynomials in `y`. -/
def orbital (b k q : ℂ) : Fin 3 → Module.End ℂ ℂ[X] :=
  ![k • LinearMap.id - b • LinearMap.mulLeft ℂ Polynomial.X,
    -(I • Polynomial.derivative), q • LinearMap.id]

/-- The operators `k - b y`, `-i d/dy` and `q` acting on both spin components alike. -/
def landau (b k q : ℂ) (j : Fin 3) : Module.End ℂ (ℂ[X] × ℂ[X]) :=
  (orbital b k q j).prodMap (orbital b k q j)
```

Show that all the assumed relations hold, with

B = (0, 0, b).

**Solution.** The spin relations are matrix products. The matrices mix components with constant coefficients, so they commute with p. For a polynomial f,

[p_0, p_1]f = −i(k − by)f′ + i((k − by)f)′ = −ibf.

The number q commutes with everything. The code checks each relation on an arbitrary vector.

For b = 2 and k = q = 0, P(f, g) = (−2yg − g′, −2yf + f′). Thus

P(1, 0) = (0, −2y), P²(1, 0) = (4y² + 2, 0).

Here 4y² comes from p_0² and 2 from s_2 B_2. These polynomials test the algebra; they are not normalisable Landau states.

```lean
/-- The Pauli matrices and the momenta `k - b y`, `-i d/dy`, `q` on two-component polynomials
satisfy all the relations, with the uniform field `(0, 0, b)`. -/
theorem landau_witness (b k q : ℂ) :
    IsPauli spin ∧ (∀ i j, Commute (spin i) (landau b k q j)) ∧
      HasField (landau b k q) ![0, 0, b • LinearMap.id] := by
  refine ⟨⟨fun i => ?_, ?_, ?_, ?_⟩, fun i j => ?_, ⟨?_, ?_, ?_⟩⟩
  · refine LinearMap.ext fun v => ?_
    fin_cases i <;> simp [spin, smul_smul]
  · exact LinearMap.ext fun v => by simp [spin]
  · exact LinearMap.ext fun v => by simp [spin]
  · exact LinearMap.ext fun v => by simp [spin, smul_smul]
  · refine LinearMap.ext fun v => ?_
    fin_cases i <;> simp [spin, landau]
  · -- the derivative of `y` produces the field
    have h : ∀ f : ℂ[X], orbital b k q 0 (orbital b k q 1 f) -
        orbital b k q 1 (orbital b k q 0 f) = -(I • (b • f)) := by
      intro f
      change (k • (-(I • Polynomial.derivative f)) -
        b • (Polynomial.X * -(I • Polynomial.derivative f))) -
        -(I • Polynomial.derivative (k • f - b • (Polynomial.X * f))) = -(I • (b • f))
      simp only [Polynomial.smul_eq_C_mul, Polynomial.derivative_sub, Polynomial.derivative_mul,
        Polynomial.derivative_C, Polynomial.derivative_X]
      ring
    exact LinearMap.ext fun v => Prod.ext (h v.1) (h v.2)
  · exact LinearMap.ext fun v => by simp [landau, orbital, smul_comm q I]
  · exact LinearMap.ext fun v => by simp [landau, orbital, smul_sub, smul_comm q]

end

end LevyLeblondPauli
```

```lean
#print axioms LevyLeblondPauli.exists_levyLeblond_iff_pauli
#print axioms LevyLeblondPauli.lower_component_pauli
#print axioms LevyLeblondPauli.levyLeblond_gauge
```

```
'LevyLeblondPauli.exists_levyLeblond_iff_pauli' depends on axioms: [propext, Classical.choice, Quot.sound]
'LevyLeblondPauli.lower_component_pauli' depends on axioms: [propext, Classical.choice, Quot.sound]
'LevyLeblondPauli.levyLeblond_gauge' depends on axioms: [propext, Classical.choice, Quot.sound]
```
